# Apparent activation energy of a first-order catalyst slab with constant diffusivity: between half the intrinsic value and all of it

If I take the slope of an Arrhenius plot for a porous catalyst as the barrier of the surface reaction, I can get a barrier that is too low by almost half, and a correct computed barrier then looks wrong. What puzzles me is the size of the error. Suppose that the diffusivity doesn't depend on temperature. When diffusion inside the pellet takes over, shouldn't the apparent activation energy fall to zero? Why would it stop at half?

## Half the barrier remains when diffusion is slow

It stops at half because the reaction still sets how deep the reactant gets. The Thiele modulus $h$ is defined by $h^2=kL^2/D$, where $k$ is the first-order rate constant per volume of pellet, $L$ half the thickness of the slab and $D$ the effective diffusivity. At large $h$ the reaction occupies a layer of depth about $1/h$ in units of $L$. The rate therefore scales as $h^2\cdot(1/h)=h$, the square root of the rate constant.

Let $x=0$ be the centre of the slab and $x=1$ its surface. The concentration $c$, in units of its surface value, and its gradient $g$ satisfy
$$c'=g,\qquad g'=h^2c,\qquad g(0)=0,\qquad c(1)=1.$$
Put $W=g\cosh(hx)-hc\sinh(hx)$. Then
$$W'=h^2c\cosh(hx)+hg\sinh(hx)-hg\sinh(hx)-h^2c\cosh(hx)=0.$$
Since $W(0)=0$, also $W(1)=g(1)\cosh h-h\sinh h=0$, so the observed rate is $g(1)=h\tanh h$. Integrating $g'=h^2c$ over the slab gives, for $h>0$, the effectiveness factor
$$\int_0^1 c\,dx=\frac{g(1)}{h^2}=\frac{\tanh h}{h}.$$

Now let $h^2=a\,e^{-bE}$ with $a,E>0$, where $b$ is inverse temperature in units matching the intrinsic activation energy $E$. The constant $a$ compares the Arrhenius prefactor with the rate of diffusion across the slab. Then $dh/db=-(E/2)h$. From $\ln g(1)=\ln h+\ln\sinh h-\ln\cosh h$,
$$-\frac{d\ln g(1)}{db}=\frac E2\,h\left(\frac1h+\frac{\cosh h}{\sinh h}-\frac{\sinh h}{\cosh h}\right)=\frac E2\left(1+\frac{2h}{\sinh 2h}\right),$$
because the last two terms in the bracket combine to $1/(\sinh h\cosh h)=2/\sinh 2h$.

As $0<2h<\sinh 2h$, this lies strictly between $E/2$ and $E$. For large $h$, $\sinh 2h=2\sinh h\cosh h>2h^2$ makes the fraction smaller than $1/h$, and the limit is $E/2$. For small $h$ the fraction tends to 1, and the limit is $E$.

So for an isothermal, first-order slab with constant diffusivity and fixed surface concentration, the measured slope should be compared with $\frac E2(1+2h/\sinh 2h)$ and not with $E$ itself. Here $E$ belongs to the rate constant $k$. It can differ from the computed barrier of the surface step, for instance when $k$ also contains an adsorption equilibrium constant.

## What the Lean theorems say

`IsSlabProfile h c g` states the four conditions above, with one-sided derivatives at the ends of the slab. `thiele a E b` is $h$, `observedRate` is $h\tanh h$, and `apparentEnergy R b` is $-d\ln R/db$.

`effectiveness` is the statement about the mean concentration. `apparentEnergy_between` takes any family of profiles, one for each real `β`, and bounds the apparent energy of the surface gradient `g β 1`. `isSlabProfile_witness` shows that such profiles exist.

The limits, `apparentEnergy_large` and `apparentEnergy_small`, are stated for the closed form at fixed `b`, with `a` going to infinity or to zero from above. They describe a change of catalyst, for instance a thicker slab, and not heating: at $b\ge0$ heating never takes $h$ above $\sqrt a$.

The model leaves out other reaction orders, heat release, external film resistance, activated diffusion and any change of the surface concentration with temperature.

```lean
import Mathlib

open Set Filter Topology

namespace CatalystSlab

noncomputable section

/-- A steady concentration profile `c` with gradient `g` in a slab with centre `x = 0` and
surface `x = 1`: `c' = g`, `g' = h² c`, no flux at the centre, unit surface concentration. -/
structure IsSlabProfile (h : ℝ) (c g : ℝ → ℝ) : Prop where
  gradient : ∀ x ∈ Icc (0 : ℝ) 1, HasDerivWithinAt c (g x) (Icc 0 1) x
  balance : ∀ x ∈ Icc (0 : ℝ) 1, HasDerivWithinAt g (h ^ 2 * c x) (Icc 0 1) x
  center : g 0 = 0
  surface : c 1 = 1

/-- The Thiele modulus `h`, with `h² = a exp(-bE)`, for `a ≥ 0` and inverse temperature `b`. -/
def thiele (a E b : ℝ) : ℝ := √(a * Real.exp (-b * E))

/-- The closed form `h tanh h` of the observed rate, as a function of inverse temperature. -/
def observedRate (a E b : ℝ) : ℝ := thiele a E b * Real.tanh (thiele a E b)

/-- The apparent activation energy `-d ln R / db` of a positive, differentiable rate `R`. -/
def apparentEnergy (R : ℝ → ℝ) (b : ℝ) : ℝ := -deriv (fun β => Real.log (R β)) b

/-- The profile `cosh(hx)/cosh(h)` solves the slab problem. -/
theorem isSlabProfile_witness (h : ℝ) :
    IsSlabProfile h (fun x => Real.cosh (h * x) / Real.cosh h)
      (fun x => h * Real.sinh (h * x) / Real.cosh h) := by
  have hl (x : ℝ) : HasDerivAt (fun y : ℝ => h * y) h x := by
    simpa using (hasDerivAt_id' x).const_mul h
  refine ⟨fun x _ => ?_, fun x _ => ?_, by simp, by simp [(Real.cosh_pos h).ne']⟩
  · have h1 : HasDerivAt (fun y => Real.cosh (h * y) / Real.cosh h)
        (h * Real.sinh (h * x) / Real.cosh h) x :=
      ((hl x).cosh.div_const (Real.cosh h)).congr_deriv (by ring)
    exact h1.hasDerivWithinAt
  · have h1 : HasDerivAt (fun y => h * Real.sinh (h * y) / Real.cosh h)
        (h ^ 2 * (Real.cosh (h * x) / Real.cosh h)) x :=
      (((hl x).sinh.const_mul h).div_const (Real.cosh h)).congr_deriv (by ring)
    exact h1.hasDerivWithinAt

/-- Every slab profile has surface gradient `h tanh h`. -/
theorem surface_gradient {h : ℝ} {c g : ℝ → ℝ} (p : IsSlabProfile h c g) :
    g 1 = h * Real.tanh h := by
  -- this combination of profile and gradient is constant across the slab
  have hW : ∀ x ∈ Icc (0 : ℝ) 1, HasDerivWithinAt
      (fun y => g y * Real.cosh (h * y) - h * (c y * Real.sinh (h * y))) 0 (Icc 0 1) x := by
    intro x hx
    have hl : HasDerivAt (fun y : ℝ => h * y) h x := by
      simpa using (hasDerivAt_id' x).const_mul h
    have h1 := (p.balance x hx).mul hl.cosh.hasDerivWithinAt
    have h2 := ((p.gradient x hx).mul hl.sinh.hasDerivWithinAt).const_mul h
    exact (h1.sub h2).congr_deriv (by ring)
  have hconst := constant_of_derivWithin_zero
    (fun x hx => (hW x hx).differentiableWithinAt)
    (fun x hx => (hW x (Ico_subset_Icc_self hx)).derivWithin
      (uniqueDiffOn_Icc zero_lt_one x (Ico_subset_Icc_self hx)))
    1 (right_mem_Icc.2 zero_le_one)
  simp only [p.center, p.surface, mul_one, mul_zero, Real.sinh_zero, zero_mul, one_mul,
    sub_self] at hconst
  rw [Real.tanh_eq_sinh_div_cosh, ← mul_div_assoc, eq_div_iff (Real.cosh_pos h).ne']
  linarith

/-- For `h > 0` the effectiveness factor, the mean concentration relative to the surface,
equals the surface gradient over `h²`, and this is `tanh(h)/h`. -/
theorem effectiveness {h : ℝ} (hh : 0 < h) {c g : ℝ → ℝ} (p : IsSlabProfile h c g) :
    ∫ x in (0 : ℝ)..1, c x = g 1 / h ^ 2 ∧ g 1 / h ^ 2 = Real.tanh h / h := by
  have hne : h ≠ 0 := hh.ne'
  constructor
  · have hc : ContinuousOn c (Icc 0 1) := fun x hx => (p.gradient x hx).continuousWithinAt
    -- integrate the balance equation over the slab
    have key : ∫ x in (0 : ℝ)..1, h ^ 2 * c x = g 1 - g 0 :=
      intervalIntegral.integral_eq_sub_of_hasDerivAt_of_le zero_le_one
        (fun x hx => (p.balance x hx).continuousWithinAt)
        (fun x hx => (p.balance x (Ioo_subset_Icc_self hx)).hasDerivAt
          (Icc_mem_nhds hx.1 hx.2))
        ((continuousOn_const.mul hc).intervalIntegrable_of_Icc zero_le_one)
    rw [intervalIntegral.integral_const_mul, p.center, sub_zero] at key
    rw [eq_div_iff (pow_ne_zero 2 hne)]
    linarith
  · rw [surface_gradient p]
    field_simp

/-- The Thiele modulus is positive when the prefactor `a` is. -/
theorem thiele_pos {a : ℝ} (E b : ℝ) (ha : 0 < a) : 0 < thiele a E b :=
  Real.sqrt_pos.2 (mul_pos ha (Real.exp_pos _))

/-- For `a > 0` the Thiele modulus obeys `dh/db = -(E/2) h`. -/
theorem hasDerivAt_thiele {a : ℝ} (E b : ℝ) (ha : 0 < a) :
    HasDerivAt (thiele a E) (-(E / 2) * thiele a E b) b := by
  have hX : 0 < a * Real.exp (-b * E) := mul_pos ha (Real.exp_pos _)
  have h1 : HasDerivAt (fun β => a * Real.exp (-β * E))
      (a * (Real.exp (-b * E) * (-1 * E))) b :=
    (((hasDerivAt_id' b).fun_neg.mul_const E).exp).const_mul a
  refine (h1.sqrt hX.ne').congr_deriv ?_
  have hs := Real.mul_self_sqrt hX.le
  have hp := Real.sqrt_pos.2 hX
  simp only [thiele]
  rw [div_eq_iff (mul_pos two_pos hp).ne']
  linear_combination E * hs

/-- For `a > 0` the apparent activation energy of the rate `h tanh h` is
`(E/2)(1 + 2h/sinh 2h)`. -/
theorem apparentEnergy_eq {a : ℝ} (E b : ℝ) (ha : 0 < a) :
    apparentEnergy (observedRate a E) b =
      E / 2 * (1 + 2 * thiele a E b / Real.sinh (2 * thiele a E b)) := by
  have hf : (fun β => Real.log (observedRate a E β)) = fun β => Real.log (thiele a E β) +
      Real.log (Real.sinh (thiele a E β)) - Real.log (Real.cosh (thiele a E β)) := by
    funext β
    have hp := thiele_pos E β ha
    have hs := Real.sinh_pos_iff.2 hp
    have hc := Real.cosh_pos (thiele a E β)
    rw [observedRate, Real.tanh_eq_sinh_div_cosh, Real.log_mul hp.ne' (div_pos hs hc).ne',
      Real.log_div hs.ne' hc.ne']
    ring
  have hp := thiele_pos E b ha
  have hs := Real.sinh_pos_iff.2 hp
  have hc := Real.cosh_pos (thiele a E b)
  have ht := hasDerivAt_thiele E b ha
  have hd := ((ht.log hp.ne').fun_add (ht.sinh.log hs.ne')).fun_sub (ht.cosh.log hc.ne')
  rw [apparentEnergy, hf, hd.deriv, Real.sinh_two_mul]
  have hsq := Real.cosh_sq (thiele a E b)
  generalize Real.sinh (thiele a E b) = S at *
  generalize Real.cosh (thiele a E b) = C at *
  generalize thiele a E b = h at *
  have key : C / S - S / C = 1 / (S * C) := by
    rw [div_sub_div _ _ hs.ne' hc.ne']
    congr 1
    linarith
  calc _ = E / 2 * (h / h) + E / 2 * h * (C / S - S / C) := by ring
    _ = _ := by
      rw [key, div_self hp.ne']
      ring

/-- For `a, E > 0` and slab profiles at every inverse temperature, the apparent activation
energy of the surface gradient lies strictly between `E/2` and `E`. -/
theorem apparentEnergy_between {a E : ℝ} (ha : 0 < a) (hE : 0 < E) {c g : ℝ → ℝ → ℝ}
    (p : ∀ β, IsSlabProfile (thiele a E β) (c β) (g β)) (b : ℝ) :
    E / 2 < apparentEnergy (fun β => g β 1) b ∧ apparentEnergy (fun β => g β 1) b < E := by
  have hg : (fun β => g β 1) = observedRate a E := funext fun β => surface_gradient (p β)
  rw [hg, apparentEnergy_eq E b ha]
  have h2 : 0 < 2 * thiele a E b := mul_pos two_pos (thiele_pos E b ha)
  have hs := Real.sinh_pos_iff.2 h2
  have hr0 := div_pos h2 hs
  have hr1 := (div_lt_one hs).2 (Real.self_lt_sinh_iff.2 h2)
  constructor
  · nlinarith [mul_pos hE hr0]
  · nlinarith [mul_pos hE (sub_pos.2 hr1)]

/-- At fixed temperature, the apparent activation energy of the rate `h tanh h` tends to `E/2`
as the prefactor `a` of `h²` grows without bound. -/
theorem apparentEnergy_large (E b : ℝ) :
    Tendsto (fun a => apparentEnergy (observedRate a E) b) atTop (𝓝 (E / 2)) := by
  have hT : Tendsto (fun a => thiele a E b) atTop atTop :=
    Real.tendsto_sqrt_atTop.comp (tendsto_id.atTop_mul_const (Real.exp_pos (-b * E)))
  have hinv : Tendsto (fun a => (thiele a E b)⁻¹) atTop (𝓝 0) :=
    tendsto_inv_atTop_zero.comp hT
  have hr : Tendsto (fun a => 2 * thiele a E b / Real.sinh (2 * thiele a E b))
      atTop (𝓝 0) := by
    refine squeeze_zero' ?_ ?_ hinv
    · filter_upwards [eventually_gt_atTop 0] with a ha
      have h2 := mul_pos two_pos (thiele_pos E b ha)
      exact (div_pos h2 (Real.sinh_pos_iff.2 h2)).le
    · filter_upwards [eventually_gt_atTop 0] with a ha
      have hp := thiele_pos E b ha
      have h1 := Real.self_lt_sinh_iff.2 hp
      have h2 := h1.trans (Real.sinh_lt_cosh (thiele a E b))
      -- sinh 2h = 2 sinh h cosh h exceeds 2h²
      rw [inv_eq_one_div, div_le_div_iff₀ (Real.sinh_pos_iff.2 (mul_pos two_pos hp)) hp,
        Real.sinh_two_mul]
      nlinarith [mul_le_mul h1.le h2.le hp.le (hp.trans h1).le]
  have h3 := (hr.const_add 1).const_mul (E / 2)
  rw [add_zero, mul_one] at h3
  refine h3.congr' ?_
  filter_upwards [eventually_gt_atTop 0] with a ha
  exact (apparentEnergy_eq E b ha).symm

/-- At fixed temperature, the apparent activation energy of the rate `h tanh h` tends to `E`
as the prefactor `a` of `h²` tends to zero from above. -/
theorem apparentEnergy_small (E b : ℝ) :
    Tendsto (fun a => apparentEnergy (observedRate a E) b) (𝓝[>] 0) (𝓝 E) := by
  have hcont : Continuous (fun a => 2 * thiele a E b) :=
    continuous_const.mul (Real.continuous_sqrt.comp (continuous_id.mul continuous_const))
  have hu : Tendsto (fun a => 2 * thiele a E b) (𝓝[>] 0) (𝓝[≠] 0) := by
    refine tendsto_nhdsWithin_iff.2
      ⟨(hcont.tendsto' 0 0 (by simp [thiele])).mono_left nhdsWithin_le_nhds, ?_⟩
    filter_upwards [self_mem_nhdsWithin] with a ha
    exact (mul_pos two_pos (thiele_pos E b ha)).ne'
  -- sinh x / x tends to the slope of sinh at the origin
  have hs := hasDerivAt_iff_tendsto_slope.1 (Real.hasDerivAt_sinh 0)
  have hi := hs.inv₀ (Real.cosh_pos 0).ne'
  have h3 := ((hi.comp hu).const_add 1).const_mul (E / 2)
  have he : E / 2 * (1 + (Real.cosh 0)⁻¹) = E := by
    rw [Real.cosh_zero]
    ring
  rw [he] at h3
  refine h3.congr' ?_
  filter_upwards [self_mem_nhdsWithin] with a ha
  rw [apparentEnergy_eq E b ha]
  simp only [Function.comp_apply, slope_def_field, Real.sinh_zero, sub_zero, inv_div]

end

end CatalystSlab
```

```lean
#print axioms CatalystSlab.effectiveness
-- 'CatalystSlab.effectiveness' depends on axioms: [propext, Classical.choice, Quot.sound]
#print axioms CatalystSlab.apparentEnergy_between
-- 'CatalystSlab.apparentEnergy_between' depends on axioms: [propext, Classical.choice, Quot.sound]
#print axioms CatalystSlab.apparentEnergy_large
-- 'CatalystSlab.apparentEnergy_large' depends on axioms: [propext, Classical.choice, Quot.sound]
#print axioms CatalystSlab.apparentEnergy_small
-- 'CatalystSlab.apparentEnergy_small' depends on axioms: [propext, Classical.choice, Quot.sound]
```

## From the constant combination to the bounds

`surface_gradient` carries out the argument with $W$: the product rules give `hW`, and `ring` cancels the terms. `effectiveness` adds the fundamental theorem of calculus. `hasDerivAt_thiele` differentiates the Arrhenius law, and `apparentEnergy_eq` splits the logarithm and combines the hyperbolic terms in `key`. In `apparentEnergy_between`, `surface_gradient` replaces the arbitrary family by the closed form, and `Real.self_lt_sinh_iff` supplies $2h<\sinh 2h$. The large-$h$ limit is a squeeze between 0 and $1/h$; the small-$h$ limit uses the slope of $\sinh$ at zero.

The device to look at closely is `constant_of_derivWithin_zero`. It says that a function differentiable on a closed interval, whose derivative within that interval vanishes except perhaps at the right end, keeps its left-end value throughout. Applied to $W$ at $x=1$, it fixes the rate of every solution without a uniqueness theorem for differential equations. It asks for the value of `derivWithin`, whereas `hW` says only that 0 is a derivative; `uniqueDiffOn_Icc` closes the gap, since derivatives within an interval of positive length are unique.
